# A GGA exchange factor that is continuous at zero gradient and polarised by $2^{1/3}$ alone is constant

To extend an unpolarised GGA exchange routine to spin-polarised densities, one calls it with the doubled spin densities $2n_\uparrow$ and $2n_\downarrow$ and averages the two energies. A cheaper step would be to keep the unpolarised gradient dependence and multiply by the spin factor of the local density approximation. For a fully polarised density and an enhancement factor continuous at zero gradient, that shortcut agrees with exact spin scaling at every reduced gradient only if the enhancement factor has no gradient dependence.

## Spin scaling shrinks the reduced gradient

Write the unpolarised exchange energy as $E_x[n]=A\int n^{4/3}F(s)\,d^3r$, where $A$ is a constant, $F$ is the enhancement factor and $s\propto|\nabla n|/n^{4/3}$ is the reduced gradient. Exact spin scaling reads
$$E_x[n_\uparrow,n_\downarrow]=\tfrac12\left(E_x[2n_\uparrow]+E_x[2n_\downarrow]\right).$$
For a fully polarised density this is $\tfrac12E_x[2n]$. Doubling $n$ turns $\tfrac12 n^{4/3}$ into $2^{1/3}n^{4/3}$ and $s$ into $2\cdot2^{-4/3}s=2^{-1/3}s$, so the polarised factor is $2^{1/3}F(2^{-1/3}s)$.

The shortcut gives $2^{1/3}F(s)$ instead, because $2^{1/3}$ is the spin factor of the local density approximation at full polarisation. Suppose the two are equal for all $s\ge0$. Cancelling the prefactor gives $F(qs)=F(s)$ with $q=2^{-1/3}<1$. Applying this $n$ times, where $n$ is now a natural number and not the density, gives $F(q^ns)=F(s)$. Since $q^ns\to0$ from the right, continuity at zero gives $F(s)=F(0)$.

If the guess is $\varphi F(s)$ with an unknown constant $\varphi$, setting $s=0$ gives $2^{1/3}F(0)=\varphi F(0)$. When $F(0)\neq0$, this fixes $\varphi=2^{1/3}$, and the previous argument applies.

## The polarised factor as a definition

In Lean 4 with Mathlib:

```lean
import Mathlib

open Filter Topology

namespace FactorisedSpinDependence

noncomputable section
```

The enhancement factor is a function `F : ℝ → ℝ`, and the theorems on factorisation constrain it only for $s\ge0$. The next definition takes the outcome of the spin-scaling calculation as its starting point; the density functional and its integral do not appear in the code. The comparison is therefore between enhancement factors at each $s$, at full polarisation.

```lean
/-- The exchange enhancement factor of a fully spin-polarised density, obtained by exact
spin scaling from the unpolarised factor `F` at reduced gradient `s`. -/
def polarisedFactor (F : ℝ → ℝ) (s : ℝ) : ℝ :=
  (2 : ℝ) ^ (1 / 3 : ℝ) * F ((2 : ℝ) ^ (-1 / 3 : ℝ) * s)
```

The second definition is a test function that oscillates in $\ln s$ and has no limit at $s=0$.

```lean
/-- An enhancement factor that oscillates periodically in the logarithm of the reduced
gradient, with the value 1 at zero gradient. -/
def logPeriodicFactor (s : ℝ) : ℝ :=
  if s = 0 then 1 else Real.cos (6 * Real.pi * Real.log s / Real.log 2)
```

## Repeated shrinking leads to zero gradient

The lemma below treats any ratio $0\le q<1$. The hypothesis `ContinuousWithinAt F (Set.Ici 0) 0` is continuity at zero from the right: physically, the exchange factor approaches its uniform-density value as the gradient vanishes.

```lean
/-- A function of the reduced gradient that is continuous at zero gradient and unchanged when the
gradient is multiplied by a fixed ratio `0 ≤ q < 1` equals its zero-gradient value everywhere. -/
theorem constant_of_scale_invariant {F : ℝ → ℝ} {q : ℝ}
    (hF : ContinuousWithinAt F (Set.Ici 0) 0) (hq0 : 0 ≤ q) (hq1 : q < 1)
    (h : ∀ s, 0 ≤ s → F (q * s) = F s) {s : ℝ} (hs : 0 ≤ s) : F s = F 0 := by
  -- repeated shrinking leaves the value of F unchanged
  have hiter : ∀ n : ℕ, F (q ^ n * s) = F s := by
    intro n
    induction n with
    | zero => rw [pow_zero, one_mul]
    | succ n ih =>
      rw [pow_succ', mul_assoc, h _ (mul_nonneg (pow_nonneg hq0 n) hs), ih]
  -- the shrunken gradients tend to zero from the right
  have hzero : Tendsto (fun n : ℕ => q ^ n * s) atTop (𝓝 0) := by
    simpa using (tendsto_pow_atTop_nhds_zero_of_lt_one hq0 hq1).mul_const s
  have hlim : Tendsto (fun n : ℕ => q ^ n * s) atTop (𝓝[Set.Ici 0] 0) :=
    tendsto_nhdsWithin_iff.mpr
      ⟨hzero, Eventually.of_forall fun n => mul_nonneg (pow_nonneg hq0 n) hs⟩
  have h1 : Tendsto (fun n : ℕ => F (q ^ n * s)) atTop (𝓝 (F 0)) :=
    Tendsto.comp hF hlim
  have h2 : Tendsto (fun n : ℕ => F (q ^ n * s)) atTop (𝓝 (F s)) := by
    simp only [hiter]
    exact tendsto_const_nhds
  exact tendsto_nhds_unique h2 h1
```

Induction proves `hiter`, the relation $F(q^ns)=F(s)$. The step `hlim` states that $q^ns$ tends to zero within $[0,\infty)$. The same sequence of values then has the limits $F(0)$ and $F(s)$, which uniqueness of limits identifies.

## Factorisation and constancy

With $q=2^{-1/3}$, the main theorem cancels the positive prefactor and applies the lemma.

```lean
/-- If the exactly spin-scaled polarised factor equals `2^(1/3) F(s)` at every reduced
gradient, and `F` is continuous at zero gradient, then `F` is constant. -/
theorem constant_of_factorised {F : ℝ → ℝ}
    (hF : ContinuousWithinAt F (Set.Ici 0) 0)
    (h : ∀ s, 0 ≤ s → polarisedFactor F s = (2 : ℝ) ^ (1 / 3 : ℝ) * F s) :
    ∀ s, 0 ≤ s → F s = F 0 := by
  intro s hs
  have hp : (2 : ℝ) ^ (1 / 3 : ℝ) ≠ 0 := (Real.rpow_pos_of_pos two_pos _).ne'
  have hq0 : (0 : ℝ) ≤ (2 : ℝ) ^ (-1 / 3 : ℝ) := (Real.rpow_pos_of_pos two_pos _).le
  have hq1 : (2 : ℝ) ^ (-1 / 3 : ℝ) < 1 :=
    Real.rpow_lt_one_of_one_lt_of_neg one_lt_two (by norm_num)
  exact constant_of_scale_invariant hF hq0 hq1
    (fun t ht => mul_left_cancel₀ hp (h t ht)) hs
```

The converse is direct: a constant $F$ has the same value at $2^{-1/3}s$ and at $s$.

```lean
/-- Conversely, for a constant enhancement factor the exactly spin-scaled polarised factor
equals `2^(1/3) F(s)` at every reduced gradient. -/
theorem factorised_of_constant {F : ℝ → ℝ} (h : ∀ s, 0 ≤ s → F s = F 0) :
    ∀ s, 0 ≤ s → polarisedFactor F s = (2 : ℝ) ^ (1 / 3 : ℝ) * F s := by
  intro s hs
  unfold polarisedFactor
  rw [h _ (mul_nonneg (Real.rpow_pos_of_pos two_pos _).le hs), h s hs]
```

For a free prefactor, the hypothesis `F 0 ≠ 0` says that exchange does not vanish in the uniform limit. The number `φ` is the same at all gradients. The proof evaluates the relation at zero to find `φ`, then calls the main theorem.

```lean
/-- Let the polarised factor be `φ F(s)` with any spin prefactor `φ`, and let `F` be continuous
and nonzero at zero gradient. Then `φ = 2^(1/3)` and `F` is constant. -/
theorem prefactor_and_constant_of_factorised {F : ℝ → ℝ} {φ : ℝ}
    (hF : ContinuousWithinAt F (Set.Ici 0) 0) (h0 : F 0 ≠ 0)
    (h : ∀ s, 0 ≤ s → polarisedFactor F s = φ * F s) :
    φ = (2 : ℝ) ^ (1 / 3 : ℝ) ∧ ∀ s, 0 ≤ s → F s = F 0 := by
  -- zero gradient fixes the prefactor
  have hφ : φ = (2 : ℝ) ^ (1 / 3 : ℝ) := by
    have h00 := h 0 le_rfl
    unfold polarisedFactor at h00
    rw [mul_zero] at h00
    exact (mul_right_cancel₀ h0 h00).symm
  refine ⟨hφ, constant_of_factorised hF ?_⟩
  intro s hs
  rw [h s hs, hφ]
```

The second-order gradient form $F(s)=1+\mu s^2$ has $F(0)=1$. Constancy at $s=1$ gives $1+\mu=1$, hence $\mu=0$, whatever prefactor was tried.

```lean
/-- For the second-order gradient form `1 + μ s²`, a factorised polarised factor with any spin
prefactor forces the gradient coefficient `μ` to vanish. -/
theorem gradient_coefficient_eq_zero {μ φ : ℝ}
    (h : ∀ s, 0 ≤ s →
      polarisedFactor (fun t => 1 + μ * t ^ 2) s = φ * (1 + μ * s ^ 2)) :
    μ = 0 := by
  have hc : Continuous (fun t : ℝ => 1 + μ * t ^ 2) := by fun_prop
  have key := (prefactor_and_constant_of_factorised (F := fun t => 1 + μ * t ^ 2)
    hc.continuousWithinAt (by norm_num) h).2 1 zero_le_one
  norm_num at key
  exact key
```

## Two factors that escape the conclusion

Without continuity at zero, factorisation permits oscillation. For $s>0$ take
$$F(s)=\cos\left(\frac{6\pi\ln s}{\ln2}\right),\qquad F(0)=1.$$
Replacing $s$ by $2^{-1/3}s$ changes the phase by $-2\pi$, so the factorised relation holds exactly. Yet the phase is $0$ at $s=1$ and $\pi$ at $s=2^{1/6}$, where $F$ takes the values $1$ and $-1$. This is a mathematical counterexample and not a physically admissible exchange factor, since it does not approach a uniform-density value as $s\to0$. In the proof, the first `hphase` is the shift by a full period and the second evaluates the phase at $2^{1/6}$; $s=0$ is treated separately.

```lean
/-- The log-periodic factor satisfies the factorised relation at every reduced gradient, yet
takes the value 1 at `s = 1` and the value -1 at `s = 2^(1/6)`. -/
theorem logPeriodic_factorised_not_constant :
    (∀ s, 0 ≤ s → polarisedFactor logPeriodicFactor s
      = (2 : ℝ) ^ (1 / 3 : ℝ) * logPeriodicFactor s) ∧
    logPeriodicFactor 1 = 1 ∧ logPeriodicFactor ((2 : ℝ) ^ (1 / 6 : ℝ)) = -1 := by
  have hl : Real.log 2 ≠ 0 := (Real.log_pos one_lt_two).ne'
  refine ⟨?_, ?_, ?_⟩
  · intro s hs
    unfold polarisedFactor
    congr 1
    rcases eq_or_lt_of_le hs with h0 | hpos
    · rw [← h0, mul_zero]
    · have hq : (2 : ℝ) ^ (-1 / 3 : ℝ) ≠ 0 := (Real.rpow_pos_of_pos two_pos _).ne'
      unfold logPeriodicFactor
      rw [if_neg (mul_ne_zero hq hpos.ne'), if_neg hpos.ne',
        Real.log_mul hq hpos.ne', Real.log_rpow two_pos]
      -- spin scaling shifts the phase by one full period
      have hphase : 6 * Real.pi * (-1 / 3 * Real.log 2 + Real.log s) / Real.log 2
          = 6 * Real.pi * Real.log s / Real.log 2 - 2 * Real.pi := by
        rw [div_eq_iff hl, sub_mul, div_mul_cancel₀ _ hl]
        ring
      rw [hphase, Real.cos_sub_two_pi]
  · simp [logPeriodicFactor]
  · unfold logPeriodicFactor
    rw [if_neg (Real.rpow_pos_of_pos two_pos _).ne', Real.log_rpow two_pos]
    have hphase : 6 * Real.pi * (1 / 6 * Real.log 2) / Real.log 2 = Real.pi := by
      rw [div_eq_iff hl]
      ring
    rw [hphase, Real.cos_pi]
```

The condition $F(0)\neq0$ matters when the prefactor is free. For $F(s)=s$ the polarised factor is $2^{1/3}2^{-1/3}s=s$, which is factorised with $\varphi=1$ although $F$ is not constant. This factor is also unphysical, since it gives a uniform density no exchange energy.

```lean
/-- The linear factor `F(s) = s`, which vanishes at zero gradient, has a factorised polarised
factor with spin prefactor 1. -/
theorem linear_factorised (s : ℝ) : polarisedFactor (fun t => t) s = 1 * s := by
  have hpq : (2 : ℝ) ^ (1 / 3 : ℝ) * (2 : ℝ) ^ (-1 / 3 : ℝ) = 1 := by
    rw [← Real.rpow_add two_pos,
      show (1 / 3 : ℝ) + -1 / 3 = 0 by norm_num, Real.rpow_zero]
  unfold polarisedFactor
  rw [← mul_assoc, hpq]

end

end FactorisedSpinDependence
```

```lean
#print axioms FactorisedSpinDependence.prefactor_and_constant_of_factorised
#print axioms FactorisedSpinDependence.gradient_coefficient_eq_zero
#print axioms FactorisedSpinDependence.logPeriodic_factorised_not_constant
#print axioms FactorisedSpinDependence.linear_factorised
```

```
'FactorisedSpinDependence.prefactor_and_constant_of_factorised' depends on axioms: [propext, Classical.choice, Quot.sound]
'FactorisedSpinDependence.gradient_coefficient_eq_zero' depends on axioms: [propext, Classical.choice, Quot.sound]
'FactorisedSpinDependence.logPeriodic_factorised_not_constant' depends on axioms: [propext, Classical.choice, Quot.sound]
'FactorisedSpinDependence.linear_factorised' depends on axioms: [propext, Classical.choice, Quot.sound]
```
